# A geometric error bound for virtual distillation with a simple dominant eigenvalue

When virtual distillation is used to reduce noise in a variational energy estimate, one has to choose how many copies \(k\) of the noisy state \(\rho\) to combine. The quantity estimated is \(\operatorname{tr}(O\rho^k)/\operatorname{tr}(\rho^k)\) for an observable \(O\). If the largest eigenvalue \(l\) of \(\rho\) is simple, with unit eigenvector \(v\), and the other eigenvalues are at most \(m\), where \(0\le m<l\), then in dimension \(d\)

\[
\left|\frac{\operatorname{tr}(O\rho^k)}{\operatorname{tr}(\rho^k)}-\langle v,Ov\rangle\right|\le 2(d-1)\,\|O\|\left(\frac ml\right)^k .
\]

The bound tells us which \(k\) suffices for a given accuracy, for identical copies in finite dimension, without sampling error and without errors in the circuit that combines the copies. The value approached belongs to \(v\), which noise may have rotated away from the intended state.

## The distilled value as a weighted average

Let \(b_i\) be an orthonormal eigenbasis of \(\rho\), with eigenvalues \(p_i\ge0\). Since \(v\ne0\), some \(b_{i_0}\) overlaps with it, and

\[
p_{i_0}\langle b_{i_0},v\rangle=\langle\rho b_{i_0},v\rangle=\langle b_{i_0},\rho v\rangle=l\langle b_{i_0},v\rangle
\]

gives \(p_{i_0}=l\). By simplicity \(b_{i_0}=cv\) with \(|c|=1\), so both vectors give the same expectation value. A second basis vector with eigenvalue \(l\) would also be a multiple of \(v\), contradicting orthogonality. Hence \(p_i\le m\) for \(i\neq i_0\).

Write \(O_i=\langle b_i,Ob_i\rangle\). Because \(\rho^kb_i=p_i^kb_i\), the traces are \(\sum_ip_i^kO_i\) and \(\sum_ip_i^k\), and

\[
\frac{\sum_i p_i^kO_i}{\sum_i p_i^k}-O_{i_0}=\frac{\sum_i p_i^k(O_i-O_{i_0})}{\sum_i p_i^k}.
\]

The term \(i=i_0\) vanishes. Each of the other \(d-1\) terms has modulus at most \(2\|O\|m^k\), since \(|O_i|\le\|O\|\). The denominator is at least \(l^k>0\), and division gives the bound.

If simplicity is dropped, the bound can fail. Take \(\rho=\tfrac12 I\) on \(\mathbb C^2\), \(v=e_1\), \(O=\sigma_z\), \(l=\tfrac12\) and \(m=0\). All the other conditions hold, and for \(k\ge1\) the bound would be zero, yet the distilled value is \(0\) while \(\langle v,Ov\rangle=1\).

## Operators and the dominance conditions

The state space `E` is a finite-dimensional complex inner product space, and `ρ` and `O` are continuous linear maps on it.

In Lean 4 with Mathlib:

```lean
import Mathlib

open Filter Topology

namespace VirtualDistillationRate

noncomputable section

variable {E : Type*} [NormedAddCommGroup E] [InnerProductSpace ℂ E] [FiniteDimensional ℂ E]
variable {ι : Type*} [Fintype ι] {ρ O : E →L[ℂ] E} {v : E} {l m : ℝ}
```

The distilled value is a complex number, because `O` is not required to be Hermitian.

```lean
/-- The `k`-copy distilled value `tr(O ρ^k) / tr(ρ^k)`, for `tr(ρ^k) ≠ 0`. -/
def distilled (ρ O : E →L[ℂ] E) (k : ℕ) : ℂ :=
  LinearMap.trace ℂ E (O * ρ ^ k).toLinearMap / LinearMap.trace ℂ E (ρ ^ k).toLinearMap
```

The next structure collects the assumptions on the noise. Trace one is not among them, since rescaling \(\rho\) by a positive factor changes neither the distilled value nor \(m/l\); a density matrix with a simple largest eigenvalue is a special case.

```lean
/-- `ρ` is a positive operator with simple largest eigenvalue `l` and unit eigenvector `v`;
its other eigenvalues are at most `m`, where `0 ≤ m < l`. -/
structure Dominant (ρ : E →L[ℂ] E) (v : E) (l m : ℝ) : Prop where
  hermitian : ρ.toLinearMap.IsSymmetric
  nonneg : ∀ x, 0 ≤ (inner ℂ x (ρ x)).re
  unit : ‖v‖ = 1
  eigen : ρ v = (l : ℂ) • v
  simple : ∀ w, ρ w = (l : ℂ) • w → ∃ c : ℂ, w = c • v
  others : ∀ (μ : ℝ) (w : E), w ≠ 0 → ρ w = (μ : ℂ) • w → μ ≠ l → μ ≤ m
  m_nonneg : 0 ≤ m
  gap : m < l
```

Together, the fields `simple`, `others` and `gap` say that the noise leaves one eigenvector, unique up to a scalar, with strictly the largest weight. In `others`, the condition `μ ≠ l` is essential: without it, the field applied to \(v\) itself would give \(l\le m\), no operator would satisfy the structure, and the theorem would be empty.

## From eigenvectors to the bound

Induction on \(k\) gives the action of \(\rho^k\) on an eigenvector.

```lean
omit [FiniteDimensional ℂ E] in
/-- If `ρ x = c x`, then `ρ^k x = c^k x`. -/
theorem pow_eigen {x : E} {c : ℂ} (h : ρ x = c • x) (k : ℕ) : (ρ ^ k) x = c ^ k • x := by
  induction k with
  | zero => simp
  | succ k ih =>
    calc (ρ ^ (k + 1)) x = (ρ ^ k) (ρ x) :=
          congrArg (fun T : E →L[ℂ] E => T x) (pow_succ ρ k)
      _ = c ^ (k + 1) • x := by rw [h, map_smul, ih, smul_smul, pow_succ' c k]
```

The error formula follows by evaluating both traces in the eigenbasis (`h1` and `h2`) and clearing the positive denominator.

```lean
/-- In an eigenbasis with nonnegative eigenvalues `p i` and `p i₀ > 0`, the deviation of the
distilled value from the expectation in state `i₀` is an average with weights `p i ^ k`. -/
theorem error_formula {b : OrthonormalBasis ι ℂ E} {p : ι → ℝ}
    (hb : ∀ i, ρ (b i) = (p i : ℂ) • b i) (hp : ∀ i, 0 ≤ p i) (i₀ : ι) (h0 : 0 < p i₀) (k : ℕ) :
    distilled ρ O k - inner ℂ (b i₀) (O (b i₀)) =
      (∑ i, (p i : ℂ) ^ k * (inner ℂ (b i) (O (b i)) - inner ℂ (b i₀) (O (b i₀)))) /
        ((∑ i, p i ^ k : ℝ) : ℂ) := by
  have hS : 0 < ∑ i, p i ^ k := (pow_pos h0 k).trans_le
    (Finset.single_le_sum (f := fun i => p i ^ k) (fun i _ => pow_nonneg (hp i) k)
      (Finset.mem_univ i₀))
  have hS' : ((∑ i, p i ^ k : ℝ) : ℂ) ≠ 0 := Complex.ofReal_ne_zero.mpr hS.ne'
  -- both traces are evaluated in the eigenbasis
  have h1 : LinearMap.trace ℂ E (O * ρ ^ k).toLinearMap =
      ∑ i, (p i : ℂ) ^ k * inner ℂ (b i) (O (b i)) := by
    rw [LinearMap.trace_eq_sum_inner _ b]
    refine Finset.sum_congr rfl fun i _ => ?_
    change inner ℂ (b i) (O ((ρ ^ k) (b i))) = _
    rw [pow_eigen (hb i), map_smul, inner_smul_right]
  have h2 : LinearMap.trace ℂ E (ρ ^ k).toLinearMap = ((∑ i, p i ^ k : ℝ) : ℂ) := by
    rw [LinearMap.trace_eq_sum_inner _ b, Complex.ofReal_sum]
    refine Finset.sum_congr rfl fun i _ => ?_
    change inner ℂ (b i) ((ρ ^ k) (b i)) = _
    rw [pow_eigen (hb i), inner_smul_right, inner_self_eq_norm_sq_to_K, b.orthonormal.1 i]
    simp
  rw [distilled, h1, h2, eq_div_iff hS', sub_mul, div_mul_cancel₀ _ hS']
  push_cast
  simp only [mul_sub, Finset.sum_sub_distrib, ← Finset.sum_mul]
  ring
```

A small counting lemma supplies the factor \(d-1\).

```lean
/-- A sum with one distinguished term `a` and all other terms equal to `c`. -/
theorem sum_one_other {K : Type*} [Field K] [DecidableEq ι] (i₀ : ι) (a c : K) :
    ∑ i, (if i = i₀ then a else c) = a + ((Fintype.card ι : K) - 1) * c := by
  calc ∑ i, (if i = i₀ then a else c) = ∑ i, (c + if i = i₀ then a - c else 0) :=
        Finset.sum_congr rfl fun i _ => by split_ifs <;> ring
    _ = _ := by
        simp only [Finset.sum_add_distrib, Finset.sum_const, Finset.card_univ, nsmul_eq_mul,
          Finset.sum_ite_eq', Finset.mem_univ, if_true]
        ring
```

In the next proof, `hO` is \(|O_i|\le\|O\|\), `hl` bounds the denominator from below, and `hN` bounds the numerator, using the counting lemma with \(a=0\).

```lean
/-- The error bound in an eigenbasis: `p i₀ > 0`, and the other eigenvalues lie in `[0, m]`. -/
theorem spectral_bound [DecidableEq ι] {b : OrthonormalBasis ι ℂ E} {p : ι → ℝ}
    (hb : ∀ i, ρ (b i) = (p i : ℂ) • b i) (hp : ∀ i, 0 ≤ p i) (i₀ : ι) (h0 : 0 < p i₀)
    (hm : ∀ i, i ≠ i₀ → p i ≤ m) (k : ℕ) :
    ‖distilled ρ O k - inner ℂ (b i₀) (O (b i₀))‖ ≤
      2 * ((Fintype.card ι : ℝ) - 1) * ‖O‖ * (m / p i₀) ^ k := by
  have hO : ∀ i, ‖inner ℂ (b i) (O (b i))‖ ≤ ‖O‖ := fun i => by
    have h1 := norm_inner_le_norm (𝕜 := ℂ) (b i) (O (b i))
    have h2 := O.le_opNorm (b i)
    rw [b.orthonormal.1 i] at h1 h2
    linarith
  have hl : p i₀ ^ k ≤ ∑ i, p i ^ k :=
    Finset.single_le_sum (f := fun i => p i ^ k) (fun i _ => pow_nonneg (hp i) k)
      (Finset.mem_univ i₀)
  have hN : ‖∑ i, (p i : ℂ) ^ k * (inner ℂ (b i) (O (b i)) - inner ℂ (b i₀) (O (b i₀)))‖ ≤
      0 + ((Fintype.card ι : ℝ) - 1) * (m ^ k * (2 * ‖O‖)) := by
    rw [← sum_one_other i₀]
    refine (norm_sum_le _ _).trans (Finset.sum_le_sum fun i _ => ?_)
    by_cases h : i = i₀
    · simp [h]
    · rw [if_neg h, norm_mul, norm_pow, Complex.norm_real, Real.norm_of_nonneg (hp i)]
      have h1 := pow_le_pow_left₀ (hp i) (hm i h) k
      exact mul_le_mul h1 ((norm_sub_le _ _).trans (by linarith [hO i, hO i₀]))
        (norm_nonneg _) ((pow_nonneg (hp i) k).trans h1)
  rw [error_formula hb hp i₀ h0, norm_div, Complex.norm_real,
    Real.norm_of_nonneg ((pow_pos h0 k).le.trans hl)]
  refine (div_le_div₀ ((norm_nonneg _).trans hN) hN (pow_pos h0 k) hl).trans (le_of_eq ?_)
  rw [div_pow]
  ring
```

The main theorem takes the eigenbasis from the spectral theorem. It finds \(i_0\) by the overlap argument, and `phase` identifies \(b_{i_0}\) with \(v\) up to a phase. The statement holds for every natural number \(k\), including zero, and `Module.finrank ℂ E` is \(d\).

```lean
/-- Virtual distillation error: if `ρ` is a positive operator with simple largest eigenvalue `l`,
unit eigenvector `v` for `l`, and other eigenvalues at most `m`, where `0 ≤ m < l`, then the
distilled value of `O` differs from `⟨v, O v⟩` by at most `2 (d - 1) ‖O‖ (m / l)^k` in dimension
`d`. -/
theorem distillation_bound (h : Dominant ρ v l m) (O : E →L[ℂ] E) (k : ℕ) :
    ‖distilled ρ O k - inner ℂ v (O v)‖ ≤
      2 * ((Module.finrank ℂ E : ℝ) - 1) * ‖O‖ * (m / l) ^ k := by
  obtain ⟨b, p, hb⟩ : ∃ (b : OrthonormalBasis (Fin (Module.finrank ℂ E)) ℂ E)
      (p : Fin (Module.finrank ℂ E) → ℝ), ∀ i, ρ (b i) = (p i : ℂ) • b i :=
    ⟨h.hermitian.eigenvectorBasis rfl, h.hermitian.eigenvalues rfl,
      fun i => h.hermitian.apply_eigenvectorBasis rfl i⟩
  have hp : ∀ i, 0 ≤ p i := fun i => by
    have := h.nonneg (b i)
    rw [hb, inner_smul_right, inner_self_eq_norm_sq_to_K, b.orthonormal.1 i] at this
    simpa using this
  -- some basis vector overlaps with `v`, hence has eigenvalue `l`
  obtain ⟨i₀, h0⟩ : ∃ i, p i = l := by
    by_contra hne
    have hz : ∀ i, inner ℂ (b i) v = 0 := fun i => by
      by_contra hi
      have e : inner ℂ (ρ (b i)) v = inner ℂ (b i) (ρ v) := h.hermitian (b i) v
      rw [hb, h.eigen, inner_smul_left, inner_smul_right, Complex.conj_ofReal] at e
      exact hne ⟨i, by exact_mod_cast mul_right_cancel₀ hi e⟩
    have hv : v = 0 := by rw [← b.sum_repr' v]; simp [hz]
    have := h.unit
    simp [hv] at this
  -- by simplicity, every basis vector with eigenvalue `l` is `v` up to a phase
  have phase : ∀ i, p i = l → ∃ c : ℂ, b i = c • v ∧ ‖c‖ = 1 := fun i hi => by
    obtain ⟨c, hc⟩ := h.simple (b i) (by rw [hb, hi])
    have := b.orthonormal.1 i
    rw [hc, norm_smul, h.unit, mul_one] at this
    exact ⟨c, hc, this⟩
  obtain ⟨c, hc, hcn⟩ := phase i₀ h0
  have hm : ∀ i, i ≠ i₀ → p i ≤ m := fun i hi => by
    refine h.others (p i) (b i) (b.orthonormal.ne_zero i) (hb i) fun hl => ?_
    obtain ⟨c', hc', hcn'⟩ := phase i hl
    have o : inner ℂ (b i) (b i₀) = 0 := b.orthonormal.2 hi
    have := congrArg norm o
    rw [hc, hc', inner_smul_left, inner_smul_right, inner_self_eq_norm_sq_to_K, h.unit] at this
    simp [hcn, hcn'] at this
  have e : inner ℂ (b i₀) (O (b i₀)) = inner ℂ v (O v) := by
    rw [hc, map_smul, inner_smul_left, inner_smul_right, ← mul_assoc, Complex.conj_mul', hcn]
    simp
  have key := spectral_bound (O := O) hb hp i₀ (h0 ▸ h.m_nonneg.trans_lt h.gap) hm k
  rwa [e, h0, Fintype.card_fin] at key
```

## The error relative to the intended state

For a unit vector \(\psi\), the triangle inequality turns the bound into a lower limit on the error relative to \(\langle\psi,O\psi\rangle\). When \(v\) and \(\psi\) give different expectation values, more copies do not remove that difference. The inequality itself does not need `ψ` to be normalised, so the formal statement is for any vector.

```lean
/-- Under the dominance conditions, for any vector `ψ`, the distance from the distilled value to
`⟨ψ, O ψ⟩` is at least the distance from `⟨v, O v⟩` to `⟨ψ, O ψ⟩`, minus the distillation bound. -/
theorem mismatch_floor (h : Dominant ρ v l m) (O : E →L[ℂ] E) (ψ : E) (k : ℕ) :
    ‖inner ℂ v (O v) - inner ℂ ψ (O ψ)‖ -
      2 * ((Module.finrank ℂ E : ℝ) - 1) * ‖O‖ * (m / l) ^ k ≤
      ‖distilled ρ O k - inner ℂ ψ (O ψ)‖ := by
  have t := norm_sub_le_norm_sub_add_norm_sub (inner ℂ v (O v)) (distilled ρ O k)
    (inner ℂ ψ (O ψ))
  rw [norm_sub_rev (inner ℂ v (O v)) (distilled ρ O k)] at t
  linarith [distillation_bound h O k]
```

## White noise as an example

The operator \(m\,I+(l-m)|v\rangle\langle v|\) describes a pure state mixed with white noise. It has trace one when \(l+(d-1)m=1\).

```lean
/-- The operator `m I + (l - m) |v⟩⟨v|`. If `v` is a unit vector, it acts as `l` on `v` and as `m`
on the orthogonal complement of `v`. -/
def whiteNoise (v : E) (l m : ℝ) : E →L[ℂ] E :=
  (m : ℂ) • 1 + ((l : ℂ) - m) • (innerSL ℂ v).smulRight v
```

For a unit vector \(v\) and \(0\le m<l\), it satisfies every dominance condition. Positivity comes from \(\langle x,\rho x\rangle=(l-m)|\langle v,x\rangle|^2+m\|x\|^2\). If \(\rho w=lw\), cancelling \(l-m\) gives \(w=\langle v,w\rangle v\). If \(\rho w=\mu w\) with \(w\neq0\) and \(\mu\ne l\), the inner product with \(v\) gives \(\langle v,w\rangle=0\), so \(\mu=m\).

```lean
omit [FiniteDimensional ℂ E] in
/-- A unit vector mixed with white noise, `0 ≤ m < l`, meets the dominance conditions. -/
theorem dominant_witness (hv : ‖v‖ = 1) (hm : 0 ≤ m) (hml : m < l) :
    Dominant (whiteNoise v l m) v l m := by
  have ap : ∀ x, whiteNoise v l m x = (m : ℂ) • x + ((l : ℂ) - m) • (inner ℂ v x • v) :=
    fun _ => rfl
  have hvv : inner ℂ v v = (1 : ℂ) := by simp [inner_self_eq_norm_sq_to_K, hv]
  refine ⟨fun x y => ?_, fun x => ?_, hv, ?_, fun w hw => ⟨inner ℂ v w, ?_⟩,
    fun μ w hw0 hw hμ => ?_, hm, hml⟩
  · change inner ℂ (whiteNoise v l m x) y = inner ℂ x (whiteNoise v l m y)
    rw [ap, ap, inner_add_left, inner_add_right]
    simp only [inner_smul_left, inner_smul_right, inner_conj_symm, map_sub, Complex.conj_ofReal]
    ring
  · have hx : inner ℂ x x = ((‖x‖ : ℝ) : ℂ) ^ 2 := inner_self_eq_norm_sq_to_K x
    have e : inner ℂ x (whiteNoise v l m x) =
        (((l - m) * ‖inner ℂ v x‖ ^ 2 + m * ‖x‖ ^ 2 : ℝ) : ℂ) := by
      rw [ap, inner_add_right, inner_smul_right, inner_smul_right, inner_smul_right, hx,
        ← inner_conj_symm x v, Complex.mul_conj']
      push_cast
      ring
    rw [e, Complex.ofReal_re]
    have := sub_pos.mpr hml
    positivity
  · rw [ap, hvv]
    module
  · have hlm : (l : ℂ) - m ≠ 0 := sub_ne_zero.mpr (by exact_mod_cast hml.ne')
    rw [ap] at hw
    have : ((l : ℂ) - m) • w = ((l : ℂ) - m) • (inner ℂ v w • v) := by
      linear_combination (norm := module) (-1 : ℂ) • hw
    exact smul_right_injective E hlm this
  · have hi := congrArg (inner ℂ v) hw
    simp only [ap, inner_add_right, inner_smul_right, hvv] at hi
    have h1 : ((l : ℂ) - μ) * inner ℂ v w = 0 := by linear_combination hi
    have ha := (mul_eq_zero.mp h1).resolve_left
      (sub_ne_zero.mpr (by exact_mod_cast hμ.symm))
    rw [ap, ha, zero_smul, smul_zero, add_zero] at hw
    have h2 : (m : ℂ) = μ := smul_left_injective ℂ hw0 hw
    exact le_of_eq (by exact_mod_cast h2.symm)

end

end VirtualDistillationRate
```

```lean
#print axioms VirtualDistillationRate.distillation_bound
#print axioms VirtualDistillationRate.mismatch_floor
```

```
'VirtualDistillationRate.distillation_bound' depends on axioms: [propext, Classical.choice, Quot.sound]
'VirtualDistillationRate.mismatch_floor' depends on axioms: [propext, Classical.choice, Quot.sound]
```
